# Eliminating a finite non-interacting bath leaves the Fourier integral of its hybridisation function

Take one impurity orbital, coupled with real amplitude \(V\) to a single bath level at the chemical potential, which is taken as energy zero, at inverse temperature \(\beta>0\). The hybridisation function of this level is the constant \(-V^2/2\). At a frequency \(w\) with \(e^{iw\beta}=-1\), its Fourier integral is

\[
\int_0^\beta e^{iw\tau}\Bigl(-\frac{V^2}{2}\Bigr)d\tau=-\frac{V^2}{2}\cdot\frac{-2}{iw}=\frac{V^2}{iw}.
\]

Now let \(x\) and \(y\) be the impurity and bath amplitudes. The bath equation \(iw\,y=Vx\) gives \(y=Vx/(iw)\), so the bath returns \(Vy=\frac{V^2}{iw}x\) to the impurity. The factor is the same. The problems below extend this to several orbitals, complex couplings and any finite set of bath levels.

## Model and conventions

Bath levels are labelled by \(k\) in a finite set `K`, and orbitals by \(a,b\) in `m`. The levels are independent, with real energies \(e_k\) measured from the chemical potential, and \(\hbar=k_B=1\). The impurity orbitals and the bath levels together form an orthonormal set.

In Lean 4 with Mathlib:

```lean
import Mathlib

open Matrix
open scoped ComplexConjugate

namespace HybridisationFunction

noncomputable section

variable {m K : Type*} [Fintype K]
```

A level of energy \(\varepsilon\) carries the thermal weight \(g_\varepsilon(\tau)=e^{-\varepsilon\tau}/(1+e^{-\beta\varepsilon})\).

```lean
/-- Thermal weight `exp(-ε τ) / (1 + exp(-β ε))` of a bath level of energy `ε` at imaginary
time `τ`. -/
def levelWeight (β ε τ : ℝ) : ℝ := Real.exp (-ε * τ) / (1 + Real.exp (-β * ε))
```

With complex couplings \(V_{ka}\), written `V k a`, the hybridisation matrix is \(\Delta_{ab}(\tau)=-\sum_k V_{ka}\overline{V_{kb}}\,g_{e_k}(\tau)\). The formula is used for every real \(\tau\), although its physical range is \([0,\beta]\); the antiperiodic continuation is not modelled.

```lean
/-- Hybridisation matrix in imaginary time of impurity orbitals `a, b` coupled by amplitudes
`V k a` to bath levels of energies `e k`. -/
def hybridisation (β : ℝ) (V : K → m → ℂ) (e : K → ℝ) (τ : ℝ) : Matrix m m ℂ :=
  Matrix.of fun a b => -∑ k, V k a * conj (V k b) * (levelWeight β (e k) τ : ℂ)
```

The fermionic Matsubara frequencies are \(w_n=(2n+1)\pi/\beta\) with integer \(n\).

```lean
/-- The fermionic Matsubara frequency `(2n+1)π/β`. -/
def matsubara (β : ℝ) (n : ℤ) : ℝ := (2 * n + 1) * Real.pi / β
```

The Fourier integral is \(\hat\Delta_{ab}(n)=\int_0^\beta e^{iw_n\tau}\Delta_{ab}(\tau)\,d\tau\).

```lean
/-- Fourier integral of the hybridisation matrix over `[0, β]` at a Matsubara frequency. -/
def hybridisationMatsubara (β : ℝ) (V : K → m → ℂ) (e : K → ℝ) (n : ℤ) : Matrix m m ℂ :=
  Matrix.of fun a b => ∫ τ in (0 : ℝ)..β,
    Complex.exp (Complex.I * (matsubara β n : ℂ) * (τ : ℂ)) * hybridisation β V e τ a b
```

## (a) One orbital with real couplings

Show that for a single orbital and real \(V_k\) the matrix reduces to the real function

\[
\Delta(\tau)=-\sum_k\frac{V_k^2\,e^{-e_k\tau}}{1+e^{-\beta e_k}}.
\]

**Solution.** A real coupling equals its conjugate, so \(V_k\overline{V_k}=V_k^2\), and the definition becomes the stated sum. In the code, the one-element type `Unit` labels the orbital, and the right-hand side is a real number read as a complex one.

```lean
/-- For one orbital with real couplings the hybridisation function is
`-∑ V_k² exp(-e_k τ) / (1 + exp(-β e_k))`. -/
theorem hybridisation_single_orbital (β : ℝ) (V e : K → ℝ) (τ : ℝ) :
    hybridisation β (fun k (_ : Unit) => (V k : ℂ)) e τ () () =
      ((-∑ k, V k ^ 2 * Real.exp (-e k * τ) / (1 + Real.exp (-β * e k)) : ℝ) : ℂ) := by
  simp only [hybridisation, Matrix.of_apply, levelWeight, Complex.conj_ofReal]
  push_cast
  refine congrArg Neg.neg (Finset.sum_congr rfl fun k _ => ?_)
  ring
```

## (b) The two ends of the interval

Show that the end-point values fix the total coupling strength:

\[
\Delta_{ab}(0)+\Delta_{ab}(\beta)=-\sum_k V_{ka}\overline{V_{kb}}.
\]

**Solution.** For each level,

\[
g_\varepsilon(0)+g_\varepsilon(\beta)=\frac{1+e^{-\beta\varepsilon}}{1+e^{-\beta\varepsilon}}=1.
\]

For \(\beta>0\) these two weights are the probabilities that the level, decoupled from the impurity and in thermal equilibrium, is empty and filled. Multiplying by \(-V_{ka}\overline{V_{kb}}\) and summing over \(k\) gives the result. The step `hw` proves the identity for one level; the remaining lines combine the two sums.

```lean
/-- The values of the hybridisation matrix at the two ends of the imaginary-time interval add up
to minus the total coupling strength. -/
theorem hybridisation_endpoints (β : ℝ) (V : K → m → ℂ) (e : K → ℝ) (a b : m) :
    hybridisation β V e 0 a b + hybridisation β V e β a b = -∑ k, V k a * conj (V k b) := by
  -- the two thermal weights of a level add to one
  have hw : ∀ ε : ℝ, levelWeight β ε 0 + levelWeight β ε β = 1 := by
    intro ε
    have hd : 1 + Real.exp (-β * ε) ≠ 0 := by positivity
    have h1 : -ε * β = -β * ε := by ring
    rw [levelWeight, levelWeight, mul_zero, Real.exp_zero, h1, ← add_div, div_self hd]
  simp only [hybridisation, Matrix.of_apply]
  rw [← neg_add, ← Finset.sum_add_distrib]
  refine congrArg Neg.neg (Finset.sum_congr rfl fun k _ => ?_)
  rw [← mul_add, ← Complex.ofReal_add, hw, Complex.ofReal_one, mul_one]
```

## (c) No resonance at a Matsubara frequency

Show that for \(\beta>0\) and every real \(\varepsilon\),

\[
iw_n-\varepsilon\neq0.
\]

**Solution.** The imaginary part is \(w_n=(2n+1)\pi/\beta\). An odd integer is nonzero, and so are \(\pi\) and \(1/\beta\). The proof takes the imaginary part in `him` and settles the odd integer with `omega`.

```lean
/-- An imaginary Matsubara frequency never coincides with a real level energy. -/
theorem matsubara_sub_ne_zero {β : ℝ} (hβ : 0 < β) (n : ℤ) (ε : ℝ) :
    Complex.I * (matsubara β n : ℂ) - (ε : ℂ) ≠ 0 := by
  intro h
  have him : matsubara β n = 0 := by simpa using congrArg Complex.im h
  have hn : (2 * (n : ℝ) + 1) ≠ 0 := by
    exact_mod_cast (by omega : (2 * n + 1 : ℤ) ≠ 0)
  exact div_ne_zero (mul_ne_zero hn Real.pi_ne_zero) hβ.ne' him
```

## (d) The Fourier integral as a sum over bath levels

Show that for \(\beta>0\)

\[
\hat\Delta_{ab}(n)=\sum_k\frac{V_{ka}\overline{V_{kb}}}{iw_n-e_k}.
\]

**Solution.** First, \(e^{iw_n\beta}=e^{i\pi}e^{2\pi i n}=-1\). For one level, with the denominator nonzero by (c),

\[
-\frac{1}{1+e^{-\beta\varepsilon}}\int_0^\beta e^{(iw_n-\varepsilon)\tau}d\tau
=-\frac{1}{1+e^{-\beta\varepsilon}}\cdot\frac{-e^{-\beta\varepsilon}-1}{iw_n-\varepsilon}
=\frac{1}{iw_n-\varepsilon}.
\]

Weighting by \(V_{ka}\overline{V_{kb}}\) and summing gives the claim.

The odd multiple of \(\pi/\beta\) is essential. For the single level at energy zero and \(w=2\pi/\beta\), the integral of \(e^{iw\tau}\) over \([0,\beta]\) vanishes, whereas \(V^2/(iw)\) does not if \(V\neq0\).

In the proof, `hexp` is the value \(-1\), `hint` writes the integrand as a finite sum of exponentials, and `h3` evaluates the exponential at the upper limit. Continuity permits integration term by term.

```lean
/-- For `β > 0` the Fourier integral of the hybridisation matrix at a Matsubara frequency `w` is the
sum over bath levels of `V k a * conj (V k b) / (i w - e k)`. -/
theorem hybridisationMatsubara_apply {β : ℝ} (hβ : 0 < β) (V : K → m → ℂ) (e : K → ℝ)
    (n : ℤ) (a b : m) :
    hybridisationMatsubara β V e n a b =
      ∑ k, V k a * conj (V k b) / (Complex.I * (matsubara β n : ℂ) - (e k : ℂ)) := by
  -- antiperiodicity: exp(i w β) = -1
  have hexp : Complex.exp (Complex.I * (matsubara β n : ℂ) * (β : ℂ)) = -1 := by
    have hr : matsubara β n * β = (2 * n + 1) * Real.pi := div_mul_cancel₀ _ hβ.ne'
    have hc : (matsubara β n : ℂ) * (β : ℂ) = (2 * (n : ℂ) + 1) * (Real.pi : ℂ) := by
      exact_mod_cast hr
    have h1 : Complex.I * (matsubara β n : ℂ) * (β : ℂ) =
        (Real.pi : ℂ) * Complex.I + (n : ℂ) * (2 * (Real.pi : ℂ) * Complex.I) := by
      linear_combination Complex.I * hc
    rw [h1, Complex.exp_add, Complex.exp_pi_mul_I, Complex.exp_int_mul_two_pi_mul_I, mul_one]
  -- the integrand is a sum of pure exponentials
  have hint : ∀ τ : ℝ, Complex.exp (Complex.I * (matsubara β n : ℂ) * (τ : ℂ)) *
      hybridisation β V e τ a b =
      ∑ k, (-(V k a * conj (V k b)) / (1 + Complex.exp (-(β : ℂ) * (e k : ℂ)))) *
        Complex.exp ((Complex.I * (matsubara β n : ℂ) - (e k : ℂ)) * (τ : ℂ)) := by
    intro τ
    simp only [hybridisation, Matrix.of_apply, levelWeight]
    rw [mul_neg, Finset.mul_sum, ← Finset.sum_neg_distrib]
    refine Finset.sum_congr rfl fun k _ => ?_
    have h2 : Complex.exp ((Complex.I * (matsubara β n : ℂ) - (e k : ℂ)) * (τ : ℂ)) =
        Complex.exp (Complex.I * (matsubara β n : ℂ) * (τ : ℂ)) *
          Complex.exp (-(e k : ℂ) * (τ : ℂ)) := by
      rw [← Complex.exp_add]
      congr 1
      ring
    rw [h2]
    push_cast
    ring
  simp only [hybridisationMatsubara, Matrix.of_apply, hint]
  rw [intervalIntegral.integral_finsetSum
    (fun k _ => Continuous.intervalIntegrable (by fun_prop) _ _)]
  refine Finset.sum_congr rfl fun k _ => ?_
  have hc := matsubara_sub_ne_zero hβ n (e k)
  have hd : (1 + Complex.exp (-(β : ℂ) * (e k : ℂ))) ≠ 0 := by
    exact_mod_cast (by positivity : 1 + Real.exp (-β * e k) ≠ 0)
  have h3 : Complex.exp ((Complex.I * (matsubara β n : ℂ) - (e k : ℂ)) * (β : ℂ)) =
      -Complex.exp (-(β : ℂ) * (e k : ℂ)) := by
    rw [show (Complex.I * (matsubara β n : ℂ) - (e k : ℂ)) * (β : ℂ) =
      Complex.I * (matsubara β n : ℂ) * (β : ℂ) + -(β : ℂ) * (e k : ℂ) by ring,
      Complex.exp_add, hexp, neg_one_mul]
  rw [intervalIntegral.integral_const_mul, integral_exp_mul_complex hc, h3,
    Complex.ofReal_zero, mul_zero, Complex.exp_zero, div_mul_div_comm,
    div_eq_div_iff (mul_ne_zero hd hc) hc]
  ring
```

## (e) The quadratic form

From here on the number of orbitals is finite. An impurity vector \(x\) couples to level \(k\) with amplitude \(o_k=\sum_b\overline{V_{kb}}\,x_b\), called `overlap V x k`. It is the inner product of \(x\) with the vector of couplings to level \(k\), not an overlap of impurity and bath wavefunctions. No normalisation of \(x\) is assumed.

```lean
variable [Fintype m]

/-- Amplitude with which the impurity vector `x` couples to bath level `k`. -/
def overlap (V : K → m → ℂ) (x : m → ℂ) (k : K) : ℂ := ∑ b, conj (V k b) * x b
```

Show that the quadratic form is real and given by

\[
x^\dagger\Delta(\tau)x=-\sum_k|o_k|^2\,g_{e_k}(\tau).
\]

**Solution.** Applying the matrix to \(x\) gives

\[
(\Delta(\tau)x)_a=-\sum_k V_{ka}\,g_{e_k}(\tau)\,o_k .
\]

Multiply by \(\overline{x_a}\) and sum over \(a\). Since \(\sum_a\overline{x_a}V_{ka}=\overline{o_k}\), each level contributes \(-\overline{o_k}o_k\,g_{e_k}(\tau)\). The steps `hmul` and `hc` are these two identities, and `Complex.normSq` is the squared modulus.

```lean
/-- The quadratic form of the hybridisation matrix is minus the sum of the squared bath overlaps
times the thermal weights. -/
theorem hybridisation_form (β : ℝ) (V : K → m → ℂ) (e : K → ℝ) (τ : ℝ) (x : m → ℂ) :
    star x ⬝ᵥ (hybridisation β V e τ *ᵥ x) =
      ((-∑ k, Complex.normSq (overlap V x k) * levelWeight β (e k) τ : ℝ) : ℂ) := by
  have hmul : ∀ a, (hybridisation β V e τ *ᵥ x) a =
      -∑ k, V k a * ((levelWeight β (e k) τ : ℂ) * overlap V x k) := by
    intro a
    simp only [Matrix.mulVec, dotProduct, hybridisation, Matrix.of_apply, overlap, neg_mul,
      Finset.sum_neg_distrib, Finset.sum_mul, Finset.mul_sum]
    rw [Finset.sum_comm]
    refine congrArg Neg.neg (Finset.sum_congr rfl fun k _ => Finset.sum_congr rfl fun b _ => ?_)
    ring
  have hc : ∀ k, ∑ a, star (x a) * V k a = conj (overlap V x k) := by
    intro k
    simp only [overlap, map_sum, map_mul, Complex.conj_conj]
    refine Finset.sum_congr rfl fun a _ => ?_
    rw [starRingEnd_apply, mul_comm]
  calc star x ⬝ᵥ (hybridisation β V e τ *ᵥ x)
      = -∑ k, (∑ a, star (x a) * V k a) *
          ((levelWeight β (e k) τ : ℂ) * overlap V x k) := by
        simp only [dotProduct, Pi.star_apply, hmul, mul_neg, Finset.sum_neg_distrib,
          Finset.mul_sum, Finset.sum_mul]
        rw [Finset.sum_comm]
        refine congrArg Neg.neg
          (Finset.sum_congr rfl fun k _ => Finset.sum_congr rfl fun a _ => ?_)
        ring
    _ = _ := by
        simp only [Complex.ofReal_neg, Complex.ofReal_sum, Complex.ofReal_mul]
        refine congrArg Neg.neg (Finset.sum_congr rfl fun k _ => ?_)
        rw [hc, Complex.normSq_eq_conj_mul_self]
        ring
```

## (f) Sign, and when the form vanishes

Show that

\[
x^\dagger\Delta(\tau)x\le0,\qquad x^\dagger\Delta(\tau)x=0\iff o_k=0\ \text{for all }k.
\]

**Solution.** Every weight \(g_{e_k}(\tau)\) is strictly positive, so (e) gives minus a sum of nonnegative terms. Such a sum vanishes only if each term does, which forces \(|o_k|^2=0\). The converse is immediate. The code states this for the real part `.re`, which by (e) is the whole form. With one orbital and \(x=1\), it says that the function in (a) is nonpositive.

```lean
/-- The real part of the quadratic form of the hybridisation matrix is nonpositive, and it vanishes
exactly for impurity vectors that couple to no bath level. -/
theorem hybridisation_nonpos (β : ℝ) (V : K → m → ℂ) (e : K → ℝ) (τ : ℝ) (x : m → ℂ) :
    (star x ⬝ᵥ (hybridisation β V e τ *ᵥ x)).re ≤ 0 ∧
      ((star x ⬝ᵥ (hybridisation β V e τ *ᵥ x)).re = 0 ↔ ∀ k, overlap V x k = 0) := by
  have hw : ∀ k, 0 < levelWeight β (e k) τ := fun k => by unfold levelWeight; positivity
  have h0 : ∀ k ∈ Finset.univ, 0 ≤ Complex.normSq (overlap V x k) * levelWeight β (e k) τ :=
    fun k _ => mul_nonneg (Complex.normSq_nonneg _) (hw k).le
  rw [hybridisation_form, Complex.ofReal_re]
  refine ⟨neg_nonpos.mpr (Finset.sum_nonneg h0), ?_⟩
  rw [neg_eq_zero, Finset.sum_eq_zero_iff_of_nonneg h0]
  constructor
  · intro h k
    exact Complex.normSq_eq_zero.mp
      ((mul_eq_zero.mp (h k (Finset.mem_univ k))).resolve_right (hw k).ne')
  · intro h k _
    rw [h k, Complex.normSq_zero, zero_mul]
```

## (g) Concavity in imaginary time

Let \(F(\tau)=x^\dagger\Delta(\tau)x\). Show that for real \(s,t\) and \(p,q\ge0\) with \(p+q=1\),

\[
F(ps+qt)\ge pF(s)+qF(t).
\]

**Solution.** The exponential is convex, so

\[
e^{-\varepsilon(ps+qt)}\le p\,e^{-\varepsilon s}+q\,e^{-\varepsilon t}.
\]

Dividing by the positive number \(1+e^{-\beta\varepsilon}\) gives the same inequality for \(g_\varepsilon\). Multiplying by \(|o_k|^2\ge0\) and summing preserves it, and the overall minus sign reverses it. These are the steps `hw`, `hsum` and the final `linarith`. The choice \(x=1\) again covers the single-orbital function.

```lean
/-- The real part of the quadratic form of the hybridisation matrix is a concave function of
imaginary time. -/
theorem hybridisation_concave (β : ℝ) (V : K → m → ℂ) (e : K → ℝ) (x : m → ℂ) :
    ConcaveOn ℝ Set.univ
      (fun τ : ℝ => (star x ⬝ᵥ (hybridisation β V e τ *ᵥ x)).re) := by
  simp only [hybridisation_form, Complex.ofReal_re]
  refine ⟨convex_univ, ?_⟩
  intro s _ t _ p q hp hq hpq
  simp only [smul_eq_mul]
  -- each thermal weight is convex, because the exponential is
  have hw : ∀ ε : ℝ, levelWeight β ε (p * s + q * t) ≤
      p * levelWeight β ε s + q * levelWeight β ε t := by
    intro ε
    have h := convexOn_exp.2 (Set.mem_univ (-ε * s)) (Set.mem_univ (-ε * t)) hp hq hpq
    simp only [smul_eq_mul] at h
    have h1 : -ε * (p * s + q * t) = p * (-ε * s) + q * (-ε * t) := by ring
    unfold levelWeight
    rw [h1, ← mul_div_assoc, ← mul_div_assoc, ← add_div]
    exact div_le_div_of_nonneg_right h (by positivity)
  have hsum : ∑ k, Complex.normSq (overlap V x k) * levelWeight β (e k) (p * s + q * t) ≤
      p * ∑ k, Complex.normSq (overlap V x k) * levelWeight β (e k) s +
      q * ∑ k, Complex.normSq (overlap V x k) * levelWeight β (e k) t := by
    rw [Finset.mul_sum, Finset.mul_sum, ← Finset.sum_add_distrib]
    refine Finset.sum_le_sum fun k _ => ?_
    have h := mul_le_mul_of_nonneg_left (hw (e k)) (Complex.normSq_nonneg (overlap V x k))
    linarith
  linarith
```

## (h) Eliminating the bath

Let \(h\) be any complex matrix on the orbitals, physically the one-particle impurity Hamiltonian with energies measured from the chemical potential, like the \(e_k\), and let \(s\) now denote a source on the impurity. The coupled equations for the amplitudes \(x_a\) and \(y_k\) are

\[
iw_nx_a-(hx)_a-\sum_kV_{ka}y_k=s_a,\qquad iw_ny_k-e_ky_k-o_k=0.
\]

Show that for \(\beta>0\) they are equivalent to

\[
iw_nx_a-(hx)_a-(\hat\Delta(n)x)_a=s_a,\qquad y_k=\frac{o_k}{iw_n-e_k}.
\]

**Solution.** By (c), the bath equation can be divided by \(iw_n-e_k\), which gives the stated \(y_k\); multiplying back recovers the equation. Inserting \(y_k\) and using (d),

\[
\sum_kV_{ka}y_k=\sum_b\sum_k\frac{V_{ka}\overline{V_{kb}}}{iw_n-e_k}\,x_b=(\hat\Delta(n)x)_a .
\]

The two impurity equations therefore agree whenever the bath amplitudes have this form, which proves both directions. In the code, `hy` solves the bath equation and `key` is the last display. The equivalence does not assert that a solution exists for a given source.

For embedding calculations with a finite, non-interacting bath and a one-particle impurity equation, this means that the bath levels can be replaced at each Matsubara frequency by the matrix \(\hat\Delta(n)\) without approximation.

```lean
/-- Eliminating the bath: the coupled equations for impurity amplitudes `x` and bath amplitudes
`y` at a Matsubara frequency, with source `s` on the impurity, are equivalent to an impurity
equation containing the Fourier integral of the hybridisation matrix, together with explicit
bath amplitudes. -/
theorem bath_elimination {β : ℝ} (hβ : 0 < β) (V : K → m → ℂ) (e : K → ℝ) (n : ℤ)
    (h : Matrix m m ℂ) (x s : m → ℂ) (y : K → ℂ) :
    ((∀ a, Complex.I * (matsubara β n : ℂ) * x a - (h *ᵥ x) a - ∑ k, V k a * y k = s a) ∧
      (∀ k, Complex.I * (matsubara β n : ℂ) * y k - (e k : ℂ) * y k - overlap V x k = 0)) ↔
    ((∀ a, Complex.I * (matsubara β n : ℂ) * x a - (h *ᵥ x) a -
        (hybridisationMatsubara β V e n *ᵥ x) a = s a) ∧
      (∀ k, y k = overlap V x k / (Complex.I * (matsubara β n : ℂ) - (e k : ℂ)))) := by
  -- solve the bath equation level by level
  have hy : ∀ k, (Complex.I * (matsubara β n : ℂ) * y k - (e k : ℂ) * y k - overlap V x k = 0 ↔
      y k = overlap V x k / (Complex.I * (matsubara β n : ℂ) - (e k : ℂ))) := by
    intro k
    rw [eq_div_iff (matsubara_sub_ne_zero hβ n (e k))]
    constructor <;> intro hk <;> linear_combination hk
  -- the bath then acts back on the impurity through the hybridisation matrix
  have key : (∀ k, y k = overlap V x k / (Complex.I * (matsubara β n : ℂ) - (e k : ℂ))) →
      ∀ a, (hybridisationMatsubara β V e n *ᵥ x) a = ∑ k, V k a * y k := by
    intro hk a
    simp only [Matrix.mulVec, dotProduct, hybridisationMatsubara_apply hβ, hk, overlap,
      Finset.sum_mul, Finset.sum_div, Finset.mul_sum]
    rw [Finset.sum_comm]
    refine Finset.sum_congr rfl fun k _ => Finset.sum_congr rfl fun b _ => ?_
    ring
  constructor
  · rintro ⟨h1, h2⟩
    have hk := fun k => (hy k).mp (h2 k)
    exact ⟨fun a => by rw [key hk a]; exact h1 a, hk⟩
  · rintro ⟨h1, hk⟩
    exact ⟨fun a => by rw [← key hk a]; exact h1 a, fun k => (hy k).mpr (hk k)⟩

end

end HybridisationFunction
```

```lean
#print axioms HybridisationFunction.hybridisation_endpoints
#print axioms HybridisationFunction.hybridisation_nonpos
#print axioms HybridisationFunction.hybridisation_concave
#print axioms HybridisationFunction.bath_elimination
```

```
'HybridisationFunction.hybridisation_endpoints' depends on axioms: [propext, Classical.choice, Quot.sound]
'HybridisationFunction.hybridisation_nonpos' depends on axioms: [propext, Classical.choice, Quot.sound]
'HybridisationFunction.hybridisation_concave' depends on axioms: [propext, Classical.choice, Quot.sound]
'HybridisationFunction.bath_elimination' depends on axioms: [propext, Classical.choice, Quot.sound]
```
